# Averaging positive definite dielectric matrices before inversion gives a macroscopic constant no smaller than averaging their inverses

Q: I have static dielectric matrices for several snapshots of a liquid, all in the same cell and plane-wave basis. I can average them and invert once, or invert each and average the inverses. The two routes give different dielectric constants. Which way does the difference go, and does a theorem about abstract matrices settle it for my liquid?

A: For positive definite matrices, such as the symmetrised ones of static RPA, averaging first gives the larger constant, or an equal one. With two scalar samples 2 and 4 of equal weight, averaging first gives 3, while averaging the inverses gives 8/3. If every snapshot feels the same external potential, the mean total potential involves the mean of \(\varepsilon_i^{-1}\), so relative to that response averaging first overestimates screening or leaves it unchanged. For matrices, the setting is this:

```lean
import Mathlib

open Matrix
open scoped ComplexOrder

namespace DielectricAveraging

noncomputable section

variable {𝕜 ι n : Type*} [RCLike 𝕜] [Fintype ι] [Fintype n] [DecidableEq n]
```

Here `𝕜` is the real or complex numbers, not a wave vector; `ι` labels snapshots and `n` labels a finite basis.

Q: And the quantities being compared?

A: With weights \(w_i\), write \(M=\sum_i w_i\varepsilon_i\) and \(N=M^{-1}\). The first definition gives \(M\).

```lean
/-- The weighted sum `∑ i, w i • A i` of a finite family of matrices; it is their weighted average
when the weights are nonnegative and sum to one. -/
def average (w : ι → ℝ) (A : ι → Matrix n n 𝕜) : Matrix n n 𝕜 := ∑ i, w i • A i
```

The second is \(\sum_i w_i\varepsilon_i^{-1}-N\). Despite its name, `screeningGap` is a matrix difference and has nothing to do with a band gap.

```lean
/-- The average of the inverse dielectric matrices minus the inverse of the average dielectric
matrix, for invertible samples with an invertible average. -/
def screeningGap (w : ι → ℝ) (ε : ι → Matrix n n 𝕜) : Matrix n n 𝕜 :=
  average w (fun i => (ε i)⁻¹) - (average w ε)⁻¹
```

The third takes the reciprocal of a diagonal element of an inverse matrix. For a Hermitian matrix that element is real, so taking the real part loses nothing.

```lean
/-- The macroscopic dielectric constant read off from an inverse dielectric matrix `K`: the
reciprocal of the real part of its diagonal element `g`, where that real part is nonzero. -/
def macroscopicConstant (K : Matrix n n 𝕜) (g : n) : ℝ := 1 / RCLike.re (K g g)
```

Q: My macroscopic constant is a long-wavelength limit. Where is that?

A: It is the step you must supply. Choosing `g` as \(\mathbf G=0\) gives the usual head element at a fixed small wave vector; the limit is taken afterwards.

Q: What do you assume about the samples?

A: Each is positive definite, which in Mathlib includes being Hermitian. In static RPA the symmetrised matrix is \(1-v^{1/2}\chi_0v^{1/2}\), with \(v\) the Coulomb interaction and \(\chi_0\) the independent-particle response. Since \(\chi_0\) is negative semidefinite there, the eigenvalues are at least 1. The unsymmetrised matrix \(1-v\chi_0\) is generally not Hermitian, but at a fixed nonzero wave vector it differs from the symmetrised one only by a diagonal change of scale, the same for every snapshot. Both routes therefore give the same constants in either form. Frequency-dependent, absorbing response generally fails the assumption. The weights are nonnegative and sum to one, so some weight is positive, and for \(x\neq0\)
\[
x^\dagger Mx=\sum_i w_i\,x^\dagger\varepsilon_i x>0 .
\]
The Lean proof splits off one sample of positive weight and adds the positive semidefinite rest.

```lean
omit [Fintype n] [DecidableEq n] in
/-- An average of positive definite dielectric matrices, with nonnegative weights that sum to
one, is positive definite. -/
theorem average_posDef {w : ι → ℝ} {ε : ι → Matrix n n 𝕜} (hw : ∀ i, 0 ≤ w i)
    (hw1 : ∑ i, w i = 1) (hε : ∀ i, (ε i).PosDef) : (average w ε).PosDef := by
  classical
  -- some sample carries positive weight
  obtain ⟨j, hj⟩ : ∃ j, 0 < w j := by
    by_contra h
    have h0 : ∑ i, w i ≤ 0 :=
      Finset.sum_nonpos fun i _ => le_of_not_gt fun hi => h ⟨i, hi⟩
    linarith
  rw [average, ← Finset.add_sum_erase Finset.univ (fun i => w i • ε i) (Finset.mem_univ j)]
  exact ((hε j).smul hj).add_posSemidef
    (Matrix.posSemidef_sum _ fun i _ => (hε i).posSemidef.smul (hw i))
```

Q: Matrices needn't commute. Why should the scalar inequality survive?

A: Because the difference is a sum of squares. Put \(D_i=1-\varepsilon_iN\). As \(\varepsilon_i\) and \(N\) are Hermitian,
\[
D_i^\dagger\varepsilon_i^{-1}D_i=(1-N\varepsilon_i)\varepsilon_i^{-1}(1-\varepsilon_iN)=\varepsilon_i^{-1}-2N+N\varepsilon_iN .
\]
Averaging, with \(\sum_iw_i=1\) and \(NM=1\), gives
\[
\sum_i w_iD_i^\dagger\varepsilon_i^{-1}D_i=\sum_i w_i\varepsilon_i^{-1}-2N+NMN=\sum_i w_i\varepsilon_i^{-1}-N .
\]
In the code, `key` is the first line and `hsum` the averaging.

```lean
/-- For positive definite samples and nonnegative weights that sum to one, the screening gap is
the average of quadratic expressions in the deviations `1 - ε i * (average w ε)⁻¹`. -/
theorem screeningGap_eq {w : ι → ℝ} {ε : ι → Matrix n n 𝕜} (hw : ∀ i, 0 ≤ w i)
    (hw1 : ∑ i, w i = 1) (hε : ∀ i, (ε i).PosDef) :
    screeningGap w ε = average w (fun i =>
      (1 - ε i * (average w ε)⁻¹)ᴴ * (ε i)⁻¹ * (1 - ε i * (average w ε)⁻¹)) := by
  have hM := average_posDef hw hw1 hε
  have hNM : (average w ε)⁻¹ * average w ε = 1 :=
    Matrix.nonsing_inv_mul _ ((Matrix.isUnit_iff_isUnit_det _).mp hM.isUnit)
  have hN : ((average w ε)⁻¹)ᴴ = (average w ε)⁻¹ := hM.inv.isHermitian.eq
  unfold screeningGap
  generalize (average w ε)⁻¹ = N at hNM hN ⊢
  -- expand the quadratic expression of one sample
  have key : ∀ i, (1 - ε i * N)ᴴ * (ε i)⁻¹ * (1 - ε i * N)
      = (ε i)⁻¹ - N - N + N * ε i * N := by
    intro i
    have hu := (Matrix.isUnit_iff_isUnit_det _).mp (hε i).isUnit
    have h1 : ε i * (ε i)⁻¹ = 1 := Matrix.mul_nonsing_inv _ hu
    have h2 : (ε i)⁻¹ * ε i = 1 := Matrix.nonsing_inv_mul _ hu
    rw [Matrix.conjTranspose_sub, Matrix.conjTranspose_one, Matrix.conjTranspose_mul, hN,
      (hε i).isHermitian.eq]
    generalize (ε i)⁻¹ = B at h1 h2 ⊢
    calc (1 - N * ε i) * B * (1 - ε i * N)
        = B - N * (ε i * B) - (B * ε i) * N + N * (ε i * B) * ε i * N := by noncomm_ring
      _ = B - N - N + N * ε i * N := by rw [h1, h2, mul_one, one_mul]
  -- average over the samples
  have hsum : average w (fun i => (ε i)⁻¹ - N - N + N * ε i * N)
      = average w (fun i => (ε i)⁻¹) - N - N + N * average w ε * N := by
    simp only [average, smul_add, smul_sub, Finset.sum_add_distrib, Finset.sum_sub_distrib,
      ← Finset.sum_smul, hw1, one_smul, Finset.mul_sum, Finset.sum_mul, Matrix.mul_smul,
      Matrix.smul_mul]
  simp only [key]
  rw [hsum, hNM, one_mul]
  abel
```

For any \(x\), \(x^\dagger D_i^\dagger\varepsilon_i^{-1}D_ix=(D_ix)^\dagger\varepsilon_i^{-1}(D_ix)\ge0\), so the whole difference is positive semidefinite.

```lean
/-- For positive definite dielectric matrices and nonnegative weights that sum to one, the
average of the inverses exceeds the inverse of the average by a positive semidefinite matrix. -/
theorem screeningGap_posSemidef {w : ι → ℝ} {ε : ι → Matrix n n 𝕜} (hw : ∀ i, 0 ≤ w i)
    (hw1 : ∑ i, w i = 1) (hε : ∀ i, (ε i).PosDef) : (screeningGap w ε).PosSemidef := by
  rw [screeningGap_eq hw hw1 hε]
  exact Matrix.posSemidef_sum _ fun i _ =>
    ((hε i).inv.posSemidef.conjTranspose_mul_mul_same _).smul (hw i)
```

Q: Could fluctuating snapshots still give zero difference?

A: Not as full matrices, if the differing snapshots carry weight. First, if \(B\) is positive definite and \(C^\dagger BC=0\), then \((Cx)^\dagger B(Cx)=0\) for every \(x\), which forces \(Cx=0\) and hence \(C=0\).

```lean
/-- If `B` is positive definite and `Cᴴ * B * C` vanishes, then `C` vanishes. -/
theorem eq_zero_of_congruence {B C : Matrix n n 𝕜} (hB : B.PosDef)
    (h : Cᴴ * B * C = 0) : C = 0 := by
  have hx : ∀ x, C *ᵥ x = 0 := by
    intro x
    by_contra hne
    have hp := hB.dotProduct_mulVec_pos hne
    have e : star (C *ᵥ x) ⬝ᵥ (B *ᵥ (C *ᵥ x)) = star x ⬝ᵥ ((Cᴴ * B * C) *ᵥ x) := by
      rw [Matrix.star_mulVec, ← Matrix.dotProduct_mulVec]
      simp only [Matrix.mulVec_mulVec, Matrix.mul_assoc]
    rw [e, h, Matrix.zero_mulVec, dotProduct_zero] at hp
    exact lt_irrefl _ hp
  ext i j
  have hij := congrFun (hx (Pi.single j 1)) i
  simpa using hij
```

Now suppose the difference vanishes. The terms \(w_iD_i^\dagger\varepsilon_i^{-1}D_i\) have nonnegative traces summing to zero, so each trace is zero, and a positive semidefinite matrix of zero trace is zero. Where \(w_i>0\), this gives \(D_i=0\), so \(\varepsilon_iN=1\) and \(\varepsilon_i=M\). Conversely, if \(\varepsilon_i=M\) wherever \(w_i>0\), every term vanishes.

```lean
/-- For positive definite samples and nonnegative weights that sum to one, the screening gap
vanishes exactly when every sample of positive weight equals the average. -/
theorem screeningGap_eq_zero_iff {w : ι → ℝ} {ε : ι → Matrix n n 𝕜} (hw : ∀ i, 0 ≤ w i)
    (hw1 : ∑ i, w i = 1) (hε : ∀ i, (ε i).PosDef) :
    screeningGap w ε = 0 ↔ ∀ i, 0 < w i → ε i = average w ε := by
  have hu := (Matrix.isUnit_iff_isUnit_det _).mp (average_posDef hw hw1 hε).isUnit
  rw [screeningGap_eq hw hw1 hε]
  constructor
  · intro h i hi
    have hP := fun k => ((hε k).inv.posSemidef.conjTranspose_mul_mul_same
      (1 - ε k * (average w ε)⁻¹)).smul (hw k)
    -- nonnegative traces that sum to zero vanish one by one
    have ht := congrArg Matrix.trace h
    rw [average, Matrix.trace_sum, Matrix.trace_zero] at ht
    have hti := (Finset.sum_eq_zero_iff_of_nonneg (fun k _ => (hP k).trace_nonneg)).mp ht i
      (Finset.mem_univ i)
    have hz := (smul_eq_zero.mp ((hP i).trace_eq_zero_iff.mp hti)).resolve_left hi.ne'
    have h1 := sub_eq_zero.mp (eq_zero_of_congruence (hε i).inv hz)
    calc ε i = ε i * ((average w ε)⁻¹ * average w ε) := by
          rw [Matrix.nonsing_inv_mul _ hu, mul_one]
      _ = average w ε := by rw [← mul_assoc, ← h1, one_mul]
  · intro h
    refine Finset.sum_eq_zero fun i _ => ?_
    rcases (hw i).eq_or_lt with h0 | hi
    · rw [← h0, zero_smul]
    · have h1 : 1 - ε i * (average w ε)⁻¹ = 0 := by
        rw [h i hi, Matrix.mul_nonsing_inv _ hu, sub_self]
      simp only [h1, mul_zero, smul_zero]
```

Q: And for just two snapshots?

A: Use weights \(t\) and \(1-t\). The difference is positive semidefinite for \(0\le t\le1\). For \(0<t<1\) both samples count, so it vanishes exactly when \(\varepsilon_1=\varepsilon_2\). The proof feeds two-entry lists to the general theorems.

```lean
/-- For two positive definite dielectric matrices and `t` in `[0, 1]`, the averaged inverse minus
the inverse of the average is positive semidefinite; for `0 < t < 1` it vanishes exactly when the
two matrices coincide. -/
theorem two_sample_averaging {ε₁ ε₂ : Matrix n n 𝕜} (h₁ : ε₁.PosDef) (h₂ : ε₂.PosDef)
    {t : ℝ} (ht0 : 0 ≤ t) (ht1 : t ≤ 1) :
    (t • ε₁⁻¹ + (1 - t) • ε₂⁻¹ - (t • ε₁ + (1 - t) • ε₂)⁻¹).PosSemidef ∧
    (0 < t → t < 1 →
      (t • ε₁⁻¹ + (1 - t) • ε₂⁻¹ - (t • ε₁ + (1 - t) • ε₂)⁻¹ = 0 ↔ ε₁ = ε₂)) := by
  have hw : ∀ i, 0 ≤ (![t, 1 - t] : Fin 2 → ℝ) i :=
    Fin.forall_fin_two.mpr ⟨ht0, sub_nonneg.mpr ht1⟩
  have hw1 : ∑ i, (![t, 1 - t] : Fin 2 → ℝ) i = 1 := by simp [Fin.sum_univ_two]
  have hε : ∀ i, ((![ε₁, ε₂] : Fin 2 → Matrix n n 𝕜) i).PosDef :=
    Fin.forall_fin_two.mpr ⟨h₁, h₂⟩
  have ha : average ![t, 1 - t] ![ε₁, ε₂] = t • ε₁ + (1 - t) • ε₂ := by
    simp [average, Fin.sum_univ_two]
  have hg : screeningGap ![t, 1 - t] ![ε₁, ε₂]
      = t • ε₁⁻¹ + (1 - t) • ε₂⁻¹ - (t • ε₁ + (1 - t) • ε₂)⁻¹ := by
    rw [screeningGap, ha]
    simp [average, Fin.sum_univ_two]
  rw [← hg]
  refine ⟨screeningGap_posSemidef hw hw1 hε, fun h0 h1 => ?_⟩
  rw [screeningGap_eq_zero_iff hw hw1 hε, ha]
  constructor
  · intro h
    exact (h 0 h0).trans (h 1 (sub_pos.mpr h1)).symm
  · rintro rfl
    have hs : t • ε₁ + (1 - t) • ε₁ = ε₁ := by module
    rw [hs]
    exact Fin.forall_fin_two.mpr ⟨fun _ => rfl, fun _ => rfl⟩
```

Q: That is still a matrix statement. I report one number.

A: A positive semidefinite matrix has nonnegative diagonal elements, and \(N\) has positive ones, so
\[
0<N_{gg}\le\Big(\sum_i w_i\varepsilon_i^{-1}\Big)_{gg},\qquad
\frac{1}{\big(\sum_i w_i\varepsilon_i^{-1}\big)_{gg}}\le\frac1{N_{gg}} .
\]
The Lean proof takes these two diagonal facts and inverts the inequality.

```lean
/-- For positive definite samples and nonnegative weights that sum to one, averaging before
inversion gives a macroscopic dielectric constant at least as large as averaging after it. -/
theorem macroscopicConstant_le {w : ι → ℝ} {ε : ι → Matrix n n 𝕜} (hw : ∀ i, 0 ≤ w i)
    (hw1 : ∑ i, w i = 1) (hε : ∀ i, (ε i).PosDef) (g : n) :
    macroscopicConstant (average w fun i => (ε i)⁻¹) g
      ≤ macroscopicConstant (average w ε)⁻¹ g := by
  have hpos := (RCLike.pos_iff.mp ((average_posDef hw hw1 hε).inv.diag_pos (i := g))).1
  have hgap := (RCLike.nonneg_iff.mp
    ((screeningGap_posSemidef hw hw1 hε).diag_nonneg (i := g))).1
  simp only [screeningGap, Matrix.sub_apply, map_sub] at hgap
  exact one_div_le_one_div_of_le hpos (sub_nonneg.mp hgap)

end

end DielectricAveraging
```

Q: So different snapshots always give me a strictly larger number?

A: No. If they differ only in a block decoupled from \(g\), the two constants agree. For configuration-averaged static RPA electronic screening in a finite basis, the theorem fixes which way any difference between the two routes goes, but not its size. Both routes hold the nuclei fixed within each snapshot, so neither includes the nuclear motion and dipole reorientation that contribute to the full static dielectric constant of a polar liquid.

```lean
#print axioms DielectricAveraging.two_sample_averaging
#print axioms DielectricAveraging.macroscopicConstant_le
```

```
'DielectricAveraging.two_sample_averaging' depends on axioms: [propext, Classical.choice, Quot.sound]
'DielectricAveraging.macroscopicConstant_le' depends on axioms: [propext, Classical.choice, Quot.sound]
```
